# For non-negative bond weights, double exchange exceeds matched Heisenberg exchange by at most a quartic sum in the bond angles

Replace double exchange by a Heisenberg coupling that matches it at small angles, and the energy of a configuration with antiparallel neighbouring spins, measured from the ferromagnetic state, can be wrong by a factor of two. A bond of weight $K$ between antiparallel spins costs $K$ in the double-exchange form but only $K/2$ in the matched Heisenberg form. Agreement at second order in the angle does not by itself tell us how fast this error grows. The problems below bound it for any finite set of bonds with fixed, non-negative weights.

## Two energies on one set of bonds

In double exchange, an itinerant electron hops between sites that carry core spins. For classical core spins and strong Hund's coupling, the magnitude of the hopping amplitude between two sites is reduced by the factor $\cos(\theta/2)$, where $\theta\in[0,\pi]$ is the angle between their spins. Let $B$ be a finite set of bonds. Give each bond $b$ a weight $K_b$ and an angle $\theta_b$ in radians, and define

$$E_{\rm DE}=\sum_b K_b\bigl(1-\cos(\theta_b/2)\bigr),\qquad E_{\rm H}=\sum_b \frac{K_b}{4}\bigl(1-\cos\theta_b\bigr).$$

Both energies are measured from the ferromagnetic state, and each bond is counted once. At small angles both have the leading term $\sum_b K_b\theta_b^2/8$, which is what fixes the factor $1/4$.

The weight $K_b$ stands for the amount by which hopping lowers the energy on a bond with parallel spins, so a positive $K_b$ means that hopping favours alignment. It is held fixed as the spins turn. In a full electronic calculation the electrons would readjust, and the hopping can also carry phases around closed loops; the model leaves out both effects.

In Lean, `B` is any finite type, and `K` and `θ` are real functions on it. No lattice is specified, and the angles need not come from an actual arrangement of spins. The bounds therefore apply in particular to those that do.

```lean
import Mathlib

open Finset

namespace DoubleExchangeVersusHeisenberg

noncomputable section

variable {B : Type*} [Fintype B]

/-- Double-exchange energy of a set of bonds with weights `K` and angles `θ` between the
core spins, measured from the ferromagnetic state. -/
def doubleExchangeEnergy (K θ : B → ℝ) : ℝ :=
  ∑ b, K b * (1 - Real.cos (θ b / 2))

/-- Heisenberg energy of the same bonds with exchange constants `K b / 4`, measured from the
ferromagnetic state. -/
def heisenbergEnergy (K θ : B → ℝ) : ℝ :=
  ∑ b, K b / 4 * (1 - Real.cos (θ b))
```

## (a) The cosine in terms of its half-angle

Show that $\cos t=2\cos^2(t/2)-1$ for every real $t$.

The addition formula gives $\cos 2x=\cos^2x-\sin^2x$. Since $\sin^2x=1-\cos^2x$, this is $2\cos^2x-1$. Now set $x=t/2$.

The Lean proof takes the double-angle formula from Mathlib and rewrites $2(t/2)$ as $t$.

```lean
/-- The cosine of a real number `t` in terms of the cosine of `t / 2`. -/
theorem cos_eq_half_angle (t : ℝ) : Real.cos t = 2 * Real.cos (t / 2) ^ 2 - 1 := by
  have h := Real.cos_two_mul (t / 2)
  have e : 2 * (t / 2) = t := by ring
  rwa [e] at h
```

## (b) The energy difference as a sum of squares

Show that, for arbitrary real weights and angles,

$$E_{\rm DE}-E_{\rm H}=\sum_b\frac{K_b}{2}\bigl(1-\cos(\theta_b/2)\bigr)^2.$$

Write $c_b=\cos(\theta_b/2)$. By (a), $1-\cos\theta_b=2(1-c_b^2)$, so bond $b$ contributes

$$K_b(1-c_b)-\frac{K_b}{2}(1-c_b^2)=\frac{K_b}{2}(1-c_b)\bigl(2-(1+c_b)\bigr)=\frac{K_b}{2}(1-c_b)^2.$$

Summing over the bonds gives the identity.

In `energy_difference`, the two sums are first merged into one and then compared bond by bond. After the half-angle formula is inserted, `ring` carries out the algebra above.

```lean
/-- The double-exchange energy minus the Heisenberg energy is a weighted sum of squares of `1 - cos
(θ / 2)`. -/
theorem energy_difference (K θ : B → ℝ) :
    doubleExchangeEnergy K θ - heisenbergEnergy K θ
      = ∑ b, K b * ((1 - Real.cos (θ b / 2)) ^ 2 / 2) := by
  unfold doubleExchangeEnergy heisenbergEnergy
  rw [← Finset.sum_sub_distrib]
  refine Finset.sum_congr rfl fun b _ => ?_
  rw [cos_eq_half_angle (θ b)]
  ring
```

## (c) Zero below, a quartic sum above

Let $K_b\ge0$ for every bond. Show that

$$0\le E_{\rm DE}-E_{\rm H}\le\sum_b\frac{K_b\theta_b^4}{128}.$$

Every term in (b) is a non-negative weight times a square, which gives the lower bound. For the upper bound, use $|\sin y|\le|y|$:

$$1-\cos x=2\sin^2(x/2)\le \frac{x^2}{2}.$$

With $x=\theta_b/2$ this reads $0\le1-c_b\le\theta_b^2/8$. Both sides are non-negative, so squaring preserves the inequality, and

$$\frac{(1-c_b)^2}{2}\le\frac{\theta_b^4}{128}.$$

Multiply by $K_b$ and sum.

The hypothesis `hK` is the sign condition on the weights; the angles are unrestricted. The steps `h` to `h4` follow the calculation in order: the parabola below the cosine, the two bounds on $1-c_b$, the squaring and the multiplication by the weight. For simulations with classical spins and fixed bond weights, the result bounds the energy error made by using the Heisenberg form in place of the half-angle cosine.

```lean
/-- For non-negative weights, the double-exchange energy minus the Heisenberg energy lies between
zero and a sum of fourth powers of the bond angles with coefficients `K b / 128`. -/
theorem energy_difference_bounds (K θ : B → ℝ) (hK : ∀ b, 0 ≤ K b) :
    0 ≤ doubleExchangeEnergy K θ - heisenbergEnergy K θ ∧
      doubleExchangeEnergy K θ - heisenbergEnergy K θ ≤ ∑ b, K b * θ b ^ 4 / 128 := by
  rw [energy_difference]
  constructor
  · exact Finset.sum_nonneg fun b _ => mul_nonneg (hK b) (by positivity)
  · refine Finset.sum_le_sum fun b _ => ?_
    -- the parabola bounds the cosine from below
    have h : 1 - (θ b / 2) ^ 2 / 2 ≤ Real.cos (θ b / 2) := Real.one_sub_sq_div_two_le_cos
    have h0 : 0 ≤ 1 - Real.cos (θ b / 2) := by linarith [Real.cos_le_one (θ b / 2)]
    have h1 : 1 - Real.cos (θ b / 2) ≤ θ b ^ 2 / 8 := by linarith
    have h2 := pow_le_pow_left₀ h0 h1 2
    have h3 : (1 - Real.cos (θ b / 2)) ^ 2 / 2 ≤ θ b ^ 4 / 128 := by linarith
    have h4 := mul_le_mul_of_nonneg_left h3 (hK b)
    linarith
```

## (d) A lower bound with the same quartic coefficient

Let $K_b\ge0$ and $|\theta_b|\le2$ for every bond. Show that

$$\sum_b K_b\left(\frac{\theta_b^4}{128}-\frac{\theta_b^6}{2048}\right)\le E_{\rm DE}-E_{\rm H}.$$

Taylor's theorem gives $\cos x\le1-x^2/2+x^4/24$. The slightly weaker coefficient $5/96$ in place of $1/24=4/96$ is enough here. With $x=\theta_b/2$, $u_b=1-c_b$ and $a_b=\theta_b^2/8$,

$$u_b\ge a_b-\frac{5\theta_b^4}{1536}.$$

A square lies above its tangent line: $(u_b-a_b)^2\ge0$ means $u_b^2\ge a_b^2+2a_b(u_b-a_b)$. Therefore

$$\frac{u_b^2}{2}\ge\frac{a_b^2}{2}+a_b(u_b-a_b)\ge\frac{\theta_b^4}{128}-\frac{5\theta_b^6}{12288}\ge\frac{\theta_b^4}{128}-\frac{\theta_b^6}{2048},$$

where the last step uses $1/2048=6/12288$. Multiply by $K_b$ and sum.

For a single bond with $K>0$, this and (c) squeeze the difference divided by $K\theta^4$ towards $1/128$ as $\theta\to0$, so the quartic coefficient is the true leading one.

The restriction to two radians comes from Mathlib's `Real.cos_bound`, which requires $|x|\le1$ and supplies the coefficient $5/96$. The final `nlinarith` combines the tangent-line square with `h2`, the Taylor bound multiplied by $\theta_b^2$, and `h6`, the sign of $\theta_b^6$.

```lean
/-- For non-negative weights and bond angles of at most two radians in absolute value, the energy
difference is at least the quartic sum with coefficients `K b / 128`, reduced by a sixth-order
correction. -/
theorem energy_difference_lower (K θ : B → ℝ) (hK : ∀ b, 0 ≤ K b) (hθ : ∀ b, |θ b| ≤ 2) :
    ∑ b, K b * (θ b ^ 4 / 128 - θ b ^ 6 / 2048)
      ≤ doubleExchangeEnergy K θ - heisenbergEnergy K θ := by
  rw [energy_difference]
  refine Finset.sum_le_sum fun b _ => mul_le_mul_of_nonneg_left ?_ (hK b)
  have hx : |θ b / 2| ≤ 1 := by
    obtain ⟨h1, h2⟩ := abs_le.mp (hθ b)
    exact abs_le.mpr ⟨by linarith, by linarith⟩
  -- Taylor remainder of the cosine
  have h := (abs_le.mp (Real.cos_bound hx)).2
  have e : |θ b / 2| ^ 4 = (θ b / 2) ^ 4 := by
    rw [← abs_pow, abs_of_nonneg (by positivity)]
  rw [e] at h
  have h1 : 0 ≤ (1 - Real.cos (θ b / 2)) - θ b ^ 2 / 8 + 5 * θ b ^ 4 / 1536 := by
    linarith
  have h2 := mul_nonneg (sq_nonneg (θ b)) h1
  have h6 : 0 ≤ θ b ^ 6 := by positivity
  -- a square lies above its tangent line
  nlinarith [sq_nonneg ((1 - Real.cos (θ b / 2)) - θ b ^ 2 / 8), h2, h6]
```

## (e) When the two energies agree

Let $K_b>0$ and $|\theta_b|\le\pi$ for every bond. Show that $E_{\rm DE}=E_{\rm H}$ exactly when all the angles are zero.

If the energies agree, the sum in (b) vanishes. Its terms are non-negative, so each of them vanishes, and $K_b>0$ forces $\cos(\theta_b/2)=1$. Since $\theta_b/2$ lies between $-\pi/2$ and $\pi/2$, it must be zero. Conversely, zero angles make both energies zero.

The weights are now strictly positive because a bond of zero weight could take any angle without affecting either energy. In Lean, `Finset.sum_eq_zero_iff_of_nonneg` passes from the sum to its terms, and `Real.cos_eq_one_iff_of_lt_of_lt` singles out the zero angle.

```lean
/-- With positive weights and angles between `-π` and `π`, the two energies agree exactly when
all bond angles vanish. -/
theorem energies_eq_iff (K θ : B → ℝ) (hK : ∀ b, 0 < K b) (hθ : ∀ b, |θ b| ≤ Real.pi) :
    doubleExchangeEnergy K θ = heisenbergEnergy K θ ↔ ∀ b, θ b = 0 := by
  rw [← sub_eq_zero, energy_difference,
    Finset.sum_eq_zero_iff_of_nonneg
      (fun b _ => mul_nonneg (hK b).le (by positivity))]
  constructor
  · intro h b
    have hb := (mul_eq_zero.mp (h b (Finset.mem_univ b))).resolve_left (hK b).ne'
    have hs : (1 - Real.cos (θ b / 2)) ^ 2 = 0 := by linarith
    have hc : 1 - Real.cos (θ b / 2) = 0 := pow_eq_zero_iff (two_ne_zero) |>.mp hs
    obtain ⟨h1, h2⟩ := abs_le.mp (hθ b)
    have hp := Real.pi_pos
    -- in this range the half-angle cosine equals one only at zero
    have hz := (Real.cos_eq_one_iff_of_lt_of_lt (x := θ b / 2)
      (by linarith) (by linarith)).mp (by linarith)
    linarith
  · intro h b _
    simp [h b]
```

## (f) At most a factor of two

Let $K_b\ge0$ and $|\theta_b|\le\pi$ for every bond. Show that $E_{\rm DE}\le2E_{\rm H}$.

By (a), bond $b$ contributes $K_b(1-c_b^2)=K_b(1-c_b)(1+c_b)$ to $2E_{\rm H}$. Subtracting its double-exchange energy leaves

$$K_b(1-c_b)(1+c_b)-K_b(1-c_b)=K_b\,c_b(1-c_b).$$

In the given range $0\le c_b\le1$, so this is non-negative, and summing proves the claim. With (c), the double-exchange energy lies between $E_{\rm H}$ and $2E_{\rm H}$. The antiparallel bond, with $c_b=0$, attains the factor of two.

The Lean proof establishes the signs of the two factors as `hc` and `hd`. Their product with the weight is `h`, from which `linarith` obtains the inequality for each bond.

```lean
/-- For non-negative weights and angles between `-π` and `π`, the double-exchange energy is at most
twice the Heisenberg energy. -/
theorem doubleExchange_le_two_heisenberg (K θ : B → ℝ) (hK : ∀ b, 0 ≤ K b)
    (hθ : ∀ b, |θ b| ≤ Real.pi) :
    doubleExchangeEnergy K θ ≤ 2 * heisenbergEnergy K θ := by
  unfold doubleExchangeEnergy heisenbergEnergy
  rw [Finset.mul_sum]
  refine Finset.sum_le_sum fun b _ => ?_
  obtain ⟨h1, h2⟩ := abs_le.mp (hθ b)
  have hc : 0 ≤ Real.cos (θ b / 2) :=
    Real.cos_nonneg_of_neg_pi_div_two_le_of_le (by linarith) (by linarith)
  have hd : 0 ≤ 1 - Real.cos (θ b / 2) := by linarith [Real.cos_le_one (θ b / 2)]
  -- the difference of the two sides is a product of non-negative factors
  have h := mul_nonneg (hK b) (mul_nonneg hc hd)
  rw [cos_eq_half_angle (θ b)]
  linarith

end

end DoubleExchangeVersusHeisenberg
```

```lean
#print axioms DoubleExchangeVersusHeisenberg.energy_difference_bounds
-- 'DoubleExchangeVersusHeisenberg.energy_difference_bounds' depends on axioms: [propext, Classical.choice, Quot.sound]
#print axioms DoubleExchangeVersusHeisenberg.energy_difference_lower
-- 'DoubleExchangeVersusHeisenberg.energy_difference_lower' depends on axioms: [propext, Classical.choice, Quot.sound]
#print axioms DoubleExchangeVersusHeisenberg.energies_eq_iff
-- 'DoubleExchangeVersusHeisenberg.energies_eq_iff' depends on axioms: [propext, Classical.choice, Quot.sound]
#print axioms DoubleExchangeVersusHeisenberg.doubleExchange_le_two_heisenberg
-- 'DoubleExchangeVersusHeisenberg.doubleExchange_le_two_heisenberg' depends on axioms: [propext, Classical.choice, Quot.sound]
```
